# If no final state lies more than W > 0 above the main line, the satellite weight equals the relaxation energy over W exactly when every satellite of nonzero intensity lies at W

In the sudden approximation, a unit state f is resolved into the eigenstates of a Hermitian Hamiltonian H on a finite-dimensional complex space, and each line's intensity is the squared modulus of an overlap. One eigenstate k, not necessarily the lowest, gives the main line; the satellite weight is the summed intensity of all the others, and the relaxation energy is ⟨f, Hf⟩ − E_k. Given W > 0 with E_i ≤ E_k + W for every other eigenstate i, `satelliteWeight_eq_lower_iff` states that the satellite weight equals the relaxation energy divided by W if and only if E_i = E_k + W for every satellite of nonzero intensity. The attempt writes W times the satellite weight, minus the relaxation energy, as a sum of the non-negative terms (E_k + W − E_i) × intensity, and uses the fact that such a sum vanishes only when every term does.

Lean 4 with Mathlib refuses this proof:

```lean
import Mathlib

open Finset

namespace SatelliteWeightEqLowerIff

noncomputable section

variable {V : Type*} [NormedAddCommGroup V] [InnerProductSpace ℂ V] [FiniteDimensional ℂ V]
  {n : ℕ} {H : V →ₗ[ℂ] V}

/-- Intensity of the line of final state `i` in the sudden approximation: the squared overlap
of the `i`-th eigenstate of the Hermitian Hamiltonian `H` with the sudden state `f`. -/
def lineWeight (hH : H.IsSymmetric) (hn : Module.finrank ℂ V = n) (f : V) (i : Fin n) : ℝ :=
  ‖inner ℂ (hH.eigenvectorBasis hn i) f‖ ^ 2

/-- Total satellite weight: the summed intensity of all lines except the main line `k`. -/
def satelliteWeight (hH : H.IsSymmetric) (hn : Module.finrank ℂ V = n) (k : Fin n) (f : V) : ℝ :=
  ∑ i ∈ univ.erase k, lineWeight hH hn f i

/-- Relaxation energy: the mean energy of the sudden state `f` minus the main-line energy `E0`. -/
def relaxationEnergy (H : V →ₗ[ℂ] V) (E0 : ℝ) (f : V) : ℝ :=
  (inner ℂ f (H f)).re - E0

/-- The overlap of a final state with `H f` is its energy times its overlap with `f`. -/
theorem overlap_hamiltonian (hH : H.IsSymmetric) (hn : Module.finrank ℂ V = n) (f : V)
    (i : Fin n) :
    inner ℂ (hH.eigenvectorBasis hn i) (H f) =
      (hH.eigenvalues hn i : ℂ) * inner ℂ (hH.eigenvectorBasis hn i) f := by
  rw [← hH (hH.eigenvectorBasis hn i) f, hH.apply_eigenvectorBasis, inner_smul_left]
  exact congrArg (fun z : ℂ => z * inner ℂ (hH.eigenvectorBasis hn i) f)
    (Complex.conj_ofReal _)

/-- For a unit sudden state, the relaxation energy is the first moment of the satellite
spectrum, with energies measured from the main line `k`. -/
theorem relaxationEnergy_eq_sum (hH : H.IsSymmetric) (hn : Module.finrank ℂ V = n) (k : Fin n)
    {f : V} (hf : ‖f‖ = 1) :
    relaxationEnergy H (hH.eigenvalues hn k) f =
      ∑ i ∈ univ.erase k,
        (hH.eigenvalues hn i - hH.eigenvalues hn k) * lineWeight hH hn f i := by
  have total : ∑ i, lineWeight hH hn f i = 1 := by
    have h := (hH.eigenvectorBasis hn).sum_sq_norm_inner_right f
    rw [hf, one_pow] at h
    exact h
  -- the mean energy, resolved into final states
  have mean : inner ℂ f (H f) =
      ((∑ i, hH.eigenvalues hn i * lineWeight hH hn f i : ℝ) : ℂ) := by
    rw [← (hH.eigenvectorBasis hn).sum_inner_mul_inner f (H f), Complex.ofReal_sum]
    refine Finset.sum_congr rfl fun i _ => ?_
    rw [overlap_hamiltonian, ← inner_conj_symm f (hH.eigenvectorBasis hn i), mul_left_comm,
      Complex.conj_mul']
    simp only [lineWeight, Complex.ofReal_mul, Complex.ofReal_pow]
  rw [Finset.sum_erase univ (by rw [sub_self, zero_mul])]
  simp only [sub_mul, Finset.sum_sub_distrib, ← Finset.mul_sum]
  rw [total, relaxationEnergy, mean, Complex.ofReal_re, mul_one]

/-- If no final state lies more than `W > 0` above the main line `k`, the satellite weight of a
unit sudden state equals the relaxation energy over `W` exactly when every satellite of nonzero
intensity lies at `W` above the main line. -/
theorem satelliteWeight_eq_lower_iff (hH : H.IsSymmetric) (hn : Module.finrank ℂ V = n)
    (k : Fin n) {f : V} (hf : ‖f‖ = 1) {W : ℝ} (hW : 0 < W)
    (hspec : ∀ i, i ≠ k → hH.eigenvalues hn i ≤ hH.eigenvalues hn k + W) :
    satelliteWeight hH hn k f = relaxationEnergy H (hH.eigenvalues hn k) f / W ↔
      ∀ i, i ≠ k → lineWeight hH hn f i ≠ 0 →
        hH.eigenvalues hn i = hH.eigenvalues hn k + W := by
  -- the deficit is a sum of non-negative terms
  have deficit : satelliteWeight hH hn k f * W - relaxationEnergy H (hH.eigenvalues hn k) f =
      ∑ i ∈ univ.erase k,
        (hH.eigenvalues hn k + W - hH.eigenvalues hn i) * lineWeight hH hn f i := by
    rw [relaxationEnergy_eq_sum hH hn k hf, satelliteWeight, Finset.sum_mul,
      ← Finset.sum_sub_distrib]
    exact Finset.sum_congr rfl fun i _ => by ring
  rw [eq_div_iff hW.ne', ← sub_eq_zero, deficit, Finset.sum_eq_zero_iff_of_nonneg
    fun i hi => mul_nonneg (sub_nonneg.2 (hspec i (Finset.ne_of_mem_erase hi))) (sq_nonneg _)]
  constructor
  · intro h i hi hw
    have h0 := (mul_eq_zero.1 (h i (Finset.mem_erase.2 ⟨hi, mem_univ i⟩))).resolve_right hw
    linarith
  · intro h i hi
    by_cases hw : lineWeight hH hn f i = 0
    · rw [hw, mul_zero]
    · rw [h i (Finset.ne_of_mem_erase hi) hw, sub_self, zero_mul]

end

end SatelliteWeightEqLowerIff
```

Lean reports:

```
Main.lean:73:49: error: Tactic `rewrite` failed: Did not find an occurrence of the pattern
  ∑ i ∈ erase ?m.275 k, (hH.eigenvalues hn k + W - hH.eigenvalues hn i) * ?m.286 i ^ 2 = 0
in the target expression
  ∑ i ∈ univ.erase k, (hH.eigenvalues hn k + W - hH.eigenvalues hn i) * lineWeight hH hn f i = 0 ↔
    ∀ (i : Fin n), i ≠ k → lineWeight hH hn f i ≠ 0 → hH.eigenvalues hn i = hH.eigenvalues hn k + W

V : Type u_1
inst✝² : NormedAddCommGroup V
inst✝¹ : InnerProductSpace ℂ V
inst✝ : FiniteDimensional ℂ V
n : ℕ
H : V →ₗ[ℂ] V
hH : H.IsSymmetric
hn : Module.finrank ℂ V = n
k : Fin n
f : V
hf : ‖f‖ = 1
W : ℝ
hW : 0 < W
hspec : ∀ (i : Fin n), i ≠ k → hH.eigenvalues hn i ≤ hH.eigenvalues hn k + W
deficit :
  satelliteWeight hH hn k f * W - relaxationEnergy H (hH.eigenvalues hn k) f =
    ∑ i ∈ univ.erase k, (hH.eigenvalues hn k + W - hH.eigenvalues hn i) * lineWeight hH hn f i
⊢ ∑ i ∈ univ.erase k, (hH.eigenvalues hn k + W - hH.eigenvalues hn i) * lineWeight hH hn f i = 0 ↔
    ∀ (i : Fin n), i ≠ k → lineWeight hH hn f i ≠ 0 → hH.eigenvalues hn i = hH.eigenvalues hn k + W
```

Diagnosis. The rewrite with `Finset.sum_eq_zero_iff_of_nonneg` finds nothing to rewrite. Lean had to work out the summand from the non-negativity proof given inline, and that proof ends in `sq_nonneg _`, which speaks of a square. The pattern therefore has the factor `?m.286 i ^ 2`, where the goal has `lineWeight hH hn f i`. By definition `lineWeight` is a square, but it is an ordinary `def`, and `rw` does not unfold such definitions when it matches a pattern, so the two sums do not match.

The repair first proves the non-negativity as a separate fact, `nonneg`, whose statement is written with `lineWeight`. The proof term is the same as before, but it is now checked against a stated type, and in that check Lean may unfold `lineWeight` and accept `sq_nonneg _`. When `nonneg` is passed to the lemma, the summand is read from its statement, so the pattern contains `lineWeight hH hn f i` and matches the goal.

The repair, with which the file compiles:

```diff
@@ -71,6 +71,8 @@
       ← Finset.sum_sub_distrib]
     exact Finset.sum_congr rfl fun i _ => by ring
-  rw [eq_div_iff hW.ne', ← sub_eq_zero, deficit, Finset.sum_eq_zero_iff_of_nonneg
-    fun i hi => mul_nonneg (sub_nonneg.2 (hspec i (Finset.ne_of_mem_erase hi))) (sq_nonneg _)]
+  have nonneg : ∀ i ∈ univ.erase k,
+      0 ≤ (hH.eigenvalues hn k + W - hH.eigenvalues hn i) * lineWeight hH hn f i :=
+    fun i hi => mul_nonneg (sub_nonneg.2 (hspec i (Finset.ne_of_mem_erase hi))) (sq_nonneg _)
+  rw [eq_div_iff hW.ne', ← sub_eq_zero, deficit, Finset.sum_eq_zero_iff_of_nonneg nonneg]
   constructor
   · intro h i hi hw
```
